# Opposite sampling errors of two k-point meshes for a cosine band with N ≤ M < 2N

To call a k-point mesh exact, one must fix the value it is compared with. Here that value is the integral over the one-dimensional Brillouin zone divided by its length. For a finite cosine series it equals the constant coefficient, as is proved below.

The sampled quantity is a finite cosine series with highest harmonic $M$, and the mesh has $N$ equally spaced points of equal weight, with $N \le M < 2N$. The only non-constant harmonic that can get through such a mesh is the $N$-th, and whether it does depends on the shift of the mesh; without a shift it gets through in full. Its contribution changes sign when the mesh moves by half its spacing.

```lean
import Mathlib

open Real Finset

namespace KPointMesh

noncomputable section
```

## The band, the mesh and the zone

Let $k$ be the wavevector times the lattice constant, so that the zone has length $2\pi$. For real coefficients $t_0,\dots,t_M$ the band quantity is

$$f(k)=\sum_{m=0}^{M} t_m\cos(mk).$$

For a chain with one orthonormal orbital per cell and real, inversion-symmetric hopping, $t_0$ is the on-site energy and $t_m$ with $m\ge 1$ is twice the hopping to the $m$-th neighbour. In Lean, `t` is a function on all natural numbers, of which `band M t` uses only the values up to `M`.

```lean
/-- A real band quantity with cosine coefficients `t 0, ..., t M`. -/
def band (M : ℕ) (t : ℕ → ℝ) (k : ℝ) : ℝ :=
  ∑ m ∈ range (M + 1), t m * Real.cos (m * k)
```

A mesh with shift $s$ has the points $2\pi j/N+s$ for $0\le j<N$, all with equal weight:

$$A_{N,s}[f]=\frac1N\sum_{j=0}^{N-1} f\!\left(\frac{2\pi j}{N}+s\right).$$

```lean
/-- The average of `f` over the `N` mesh points `2πj/N + s`, for `N ≥ 1`. -/
def meshAverage (N : ℕ) (s : ℝ) (f : ℝ → ℝ) : ℝ :=
  (∑ j ∈ range N, f (2 * π * j / N + s)) / N
```

The reference value is

$$\langle f\rangle=\frac{1}{2\pi}\int_0^{2\pi} f(k)\,dk.$$

There is no occupation factor, so this is the average over a completely filled band. A Fermi surface would bring in a step function, which is not a finite cosine series.

```lean
/-- The average of an integrable `f` over the one-dimensional Brillouin zone `[0, 2π]`. -/
def zoneAverage (f : ℝ → ℝ) : ℝ :=
  (∫ k in (0 : ℝ)..(2 * π), f k) / (2 * π)
```

## Summing equally spaced cosines

For real $a$ and $b$, the addition formulas give

$$2\sin a\,\cos(2aj+b)=\sin(2aj+b+a)-\sin(2aj+b-a).$$

The first sine at $j$ equals the second at $j+1$. Summing over $0\le j<n$ therefore leaves

$$2\sin a\sum_{j=0}^{n-1}\cos(2aj+b)=\sin(2an+b-a)-\sin(b-a).$$

The proof is an induction on $n$: the new term is split off, and the addition formulas for $\sin(\theta\pm a)$ with $\theta=2an+b$ close the step.

```lean
/-- A sum of equally spaced cosines, multiplied by twice the sine of half the spacing,
telescopes to a difference of two sines. -/
theorem sum_cos_telescope (a b : ℝ) (n : ℕ) :
    2 * Real.sin a * ∑ j ∈ range n, Real.cos (2 * a * j + b)
      = Real.sin (2 * a * n + b - a) - Real.sin (b - a) := by
  induction n with
  | zero => simp
  | succ n ih =>
    rw [sum_range_succ, mul_add, ih]
    have h1 : 2 * a * ((n + 1 : ℕ) : ℝ) + b - a = (2 * a * n + b) + a := by
      push_cast
      ring
    rw [h1, Real.sin_add (2 * a * n + b) a, Real.sin_sub (2 * a * n + b) a]
    ring
```

## Which harmonics the mesh sees

At a mesh point, the harmonic $\cos(mk)$ has the argument $2\pi mj/N+ms$. If $m=Nq$ for an integer $q$, this is $ms+2\pi qj$. Every point then gives $\cos(ms)$, and so does the average.

If $N$ does not divide $m$, put $a=\pi m/N$, $b=ms$ and $n=N$ in the telescoped sum. Since $2aN=2\pi m$, the two sines on the right are equal and the right side vanishes. The factor $\sin(\pi m/N)$ is not zero, because $m/N$ is not an integer, so the sum of cosines is zero. Hence

$$A_{N,s}[\cos(m\,\cdot)]=\begin{cases}\cos(ms), & N\mid m,\\ 0, & N\nmid m.\end{cases}$$

The code makes the same case split. In the second case `hsin` shows that the prefactor is non-zero, and `hz` cancels it.

```lean
/-- Aliasing: a mesh of `N ≥ 1` points with shift `s` averages the harmonic `cos (m k)` to
`cos (m s)` if `N` divides `m`, and to zero otherwise. -/
theorem meshAverage_cos {N : ℕ} (hN : 0 < N) (m : ℕ) (s : ℝ) :
    meshAverage N s (fun k => Real.cos (m * k))
      = if N ∣ m then Real.cos (m * s) else 0 := by
  have hN' : (N : ℝ) ≠ 0 := by exact_mod_cast hN.ne'
  simp only [meshAverage]
  by_cases hd : N ∣ m
  · -- every mesh point sees the same value of the harmonic
    rw [if_pos hd]
    obtain ⟨q, rfl⟩ := hd
    have h : ∀ j ∈ range N, Real.cos (((N * q : ℕ) : ℝ) * (2 * π * j / N + s))
        = Real.cos (((N * q : ℕ) : ℝ) * s) := by
      intro j _
      rw [← Real.cos_add_nat_mul_two_pi (((N * q : ℕ) : ℝ) * s) (q * j)]
      congr 1
      have e : (N : ℝ) * (2 * π * j / N) = 2 * π * j := by field_simp
      push_cast
      linear_combination (q : ℝ) * e
    rw [Finset.sum_congr rfl h, sum_const, card_range, nsmul_eq_mul]
    exact mul_div_cancel_left₀ _ hN'
  · -- the telescoped sum vanishes, while the sine prefactor does not
    rw [if_neg hd]
    have hsin : Real.sin (π * m / N) ≠ 0 := by
      intro h0
      obtain ⟨n, hn⟩ := Real.sin_eq_zero_iff.mp h0
      have h1 : (n : ℝ) * N = m := by
        have h2 : π * ((n : ℝ) * N) = π * m := by
          have e : π * m / N * N = π * m := by field_simp
          linear_combination (N : ℝ) * hn + e
        exact mul_left_cancel₀ Real.pi_ne_zero h2
      have h3 : n * (N : ℤ) = (m : ℤ) := by exact_mod_cast h1
      exact hd (Int.natCast_dvd_natCast.mp ⟨n, by rw [← h3, mul_comm]⟩)
    have ht := sum_cos_telescope (π * m / N) (m * s) N
    have hp : 2 * (π * m / N) * N + m * s - π * m / N
        = (m * s - π * m / N) + m * (2 * π) := by
      have e : π * m / N * N = π * m := by field_simp
      linear_combination 2 * e
    rw [hp, Real.sin_add_nat_mul_two_pi, sub_self] at ht
    have hz := (mul_eq_zero.mp ht).resolve_left (mul_ne_zero two_ne_zero hsin)
    have hc : ∀ j ∈ range N, Real.cos ((m : ℝ) * (2 * π * j / N + s))
        = Real.cos (2 * (π * m / N) * j + m * s) := by
      intro j _
      congr 1
      ring
    rw [Finset.sum_congr rfl hc, hz, zero_div]
```

## The exact average is the constant coefficient

For $m=0$ the integrand is $1$, and its average is $1$. For $m\ge1$,

$$\int_0^{2\pi}\cos(mk)\,dk=\frac{\sin(2\pi m)-\sin 0}{m}=0.$$

```lean
/-- The zone average of the harmonic `cos (m k)` is one for `m = 0` and zero otherwise. -/
theorem zoneAverage_cos (m : ℕ) :
    zoneAverage (fun k => Real.cos (m * k)) = if m = 0 then 1 else 0 := by
  simp only [zoneAverage]
  by_cases hm : m = 0
  · rw [if_pos hm]
    subst hm
    simp only [Nat.cast_zero, zero_mul, Real.cos_zero, intervalIntegral.integral_const,
      sub_zero, smul_eq_mul, mul_one]
    exact div_self (by positivity)
  · have hm' : (m : ℝ) ≠ 0 := by exact_mod_cast hm
    have h := Real.sin_add_nat_mul_two_pi 0 m
    rw [zero_add, Real.sin_zero] at h
    rw [if_neg hm, intervalIntegral.integral_comp_mul_left Real.cos hm', integral_cos, h,
      mul_zero, Real.sin_zero, sub_zero, smul_zero, zero_div]
```

Integrating the finite series term by term gives

$$\langle f\rangle=\sum_{m=0}^{M}t_m\langle\cos(m\,\cdot)\rangle=t_0.$$

In the proof, `hint` supplies the integrability of each term from its continuity, and `h` evaluates each term with the preceding lemma.

```lean
/-- The zone average of the band quantity is its constant coefficient `t 0`. -/
theorem zoneAverage_band (M : ℕ) (t : ℕ → ℝ) : zoneAverage (band M t) = t 0 := by
  have hint : ∀ m ∈ range (M + 1), IntervalIntegrable
      (fun k : ℝ => t m * Real.cos (m * k)) MeasureTheory.volume 0 (2 * π) :=
    fun m _ => Continuous.intervalIntegrable (by fun_prop) _ _
  simp only [zoneAverage, band]
  rw [intervalIntegral.integral_finsetSum hint, sum_div]
  have h : ∀ m ∈ range (M + 1), (∫ k in (0 : ℝ)..(2 * π), t m * Real.cos (m * k)) / (2 * π)
      = if m = 0 then t m else 0 := by
    intro m _
    have hc := zoneAverage_cos m
    simp only [zoneAverage] at hc
    rw [intervalIntegral.integral_const_mul, mul_div_assoc, hc]
    split_ifs <;> simp
  rw [Finset.sum_congr rfl h]
  simp
```

## One surviving harmonic

Averaging the series on the mesh keeps only the multiples of $N$ between $0$ and $M$. Because $N\le M<2N$, these are $0$ and $N$, so

$$A_{N,s}[f]=t_0+t_N\cos(Ns).$$

The two inequalities also force $N\ge1$. In the code, `hsum` exchanges the sums over mesh points and harmonics and applies the aliasing rule. Then `hsub` and `Finset.sum_subset` reduce the sum to the set `{0, N}`, since a multiple $Nq\le M$ must have $q<2$.

```lean
/-- For `N ≤ M < 2N`, an `N`-point mesh with any shift `s` averages the band quantity to
`t 0 + t N cos (N s)`. -/
theorem meshAverage_band {N M : ℕ} (h1 : N ≤ M) (h2 : M < 2 * N) (t : ℕ → ℝ) (s : ℝ) :
    meshAverage N s (band M t) = t 0 + t N * Real.cos (N * s) := by
  have hN : 0 < N := by omega
  -- average each harmonic separately
  have hsum : meshAverage N s (band M t)
      = ∑ m ∈ range (M + 1), t m * (if N ∣ m then Real.cos (m * s) else 0) := by
    simp only [meshAverage, band]
    rw [sum_comm, sum_div]
    refine Finset.sum_congr rfl fun m _ => ?_
    have hc := meshAverage_cos hN m s
    simp only [meshAverage] at hc
    rw [← mul_sum, mul_div_assoc, hc]
  -- only the harmonics 0 and N survive
  have hsub : ({0, N} : Finset ℕ) ⊆ range (M + 1) := by
    intro m hm
    rw [mem_insert, mem_singleton] at hm
    rw [mem_range]
    omega
  rw [hsum, ← Finset.sum_subset hsub, Finset.sum_pair hN.ne]
  · simp
  · intro m hm hout
    rw [mem_range] at hm
    have hd : ¬ N ∣ m := by
      rintro ⟨q, rfl⟩
      have hq : q < 2 := by
        by_contra hge
        have := Nat.mul_le_mul_left N (not_lt.mp hge)
        omega
      interval_cases q
      · exact hout (by simp)
      · exact hout (by simp)
    rw [if_neg hd, mul_zero]
```

## Two meshes with opposite errors

For $s=0$ the cosine is $1$; for $s=\pi/N$ it is $\cos\pi=-1$. Therefore

$$A_{N,0}[f]=t_0+t_N,\qquad A_{N,\pi/N}[f]=t_0-t_N,$$

with errors $t_N$ and $-t_N$, and

$$\frac{A_{N,0}[f]+A_{N,\pi/N}[f]}{2}=t_0=\langle f\rangle.$$

The three parts of the theorem are these three equations, with the last one stated against `zoneAverage`. For a filled one-dimensional band of this finite range, half the difference of the two mesh averages is thus the error of the unshifted mesh.

With a non-orthogonal Gaussian basis, truncated Hamiltonian and overlap Bloch sums can have this cosine form, but the band energy built from them is in general not a finite series. The same holds for the separate bands of a chain with several coupled orbitals per cell, even if these are orthonormal.

```lean
/-- For `N ≤ M < 2N`, the unshifted mesh gives `t 0 + t N`, the mesh shifted by `π/N` gives
`t 0 - t N`, and the mean of the two is the exact zone average. -/
theorem opposite_mesh_errors {N M : ℕ} (h1 : N ≤ M) (h2 : M < 2 * N) (t : ℕ → ℝ) :
    meshAverage N 0 (band M t) = t 0 + t N ∧
    meshAverage N (π / N) (band M t) = t 0 - t N ∧
    (meshAverage N 0 (band M t) + meshAverage N (π / N) (band M t)) / 2
      = zoneAverage (band M t) := by
  have hN' : (N : ℝ) ≠ 0 := by
    have : N ≠ 0 := by omega
    exact_mod_cast this
  have e : (N : ℝ) * (π / N) = π := by field_simp
  have ha : meshAverage N 0 (band M t) = t 0 + t N := by
    rw [meshAverage_band h1 h2, mul_zero, Real.cos_zero, mul_one]
  have hb : meshAverage N (π / N) (band M t) = t 0 - t N := by
    rw [meshAverage_band h1 h2, e, Real.cos_pi]
    ring
  refine ⟨ha, hb, ?_⟩
  rw [ha, hb, zoneAverage_band]
  ring
```

## When one mesh is enough

The error of a single mesh is $t_N\cos(Ns)$. It vanishes exactly when $t_N=0$ or $\cos(Ns)=0$.

```lean
/-- For `N ≤ M < 2N`, a single mesh with shift `s` gives the exact zone average if and only if
`t N = 0` or `cos (N s) = 0`. -/
theorem single_mesh_exact_iff {N M : ℕ} (h1 : N ≤ M) (h2 : M < 2 * N) (t : ℕ → ℝ) (s : ℝ) :
    meshAverage N s (band M t) = zoneAverage (band M t) ↔ t N = 0 ∨ Real.cos (N * s) = 0 := by
  rw [meshAverage_band h1 h2, zoneAverage_band, add_eq_left, mul_eq_zero]
```

The shift $s=\pi/(2N)$ gives $\cos(\pi/2)=0$, so $N$ points suffice for every choice of coefficients. This shift should not be confused with the previous one. The mesh spacing is $2\pi/N$, so $\pi/N$ is half a spacing and reverses the error, while $\pi/(2N)$ is a quarter of a spacing and removes it. The name `half_shift_exact` refers to half of the shift $\pi/N$, not to half a spacing.

```lean
/-- For `N ≤ M < 2N`, the single `N`-point mesh shifted by `π/(2N)` gives the exact zone
average. -/
theorem half_shift_exact {N M : ℕ} (h1 : N ≤ M) (h2 : M < 2 * N) (t : ℕ → ℝ) :
    meshAverage N (π / (2 * N)) (band M t) = zoneAverage (band M t) := by
  have hN' : (N : ℝ) ≠ 0 := by
    have : N ≠ 0 := by omega
    exact_mod_cast this
  have e : (N : ℝ) * (π / (2 * N)) = π / 2 := by field_simp
  rw [single_mesh_exact_iff h1 h2, e]
  exact Or.inr Real.cos_pi_div_two
```

The quarter-spacing mesh relies on the band being even in $k$. If terms $u_m\sin(mk)$ with $1\le m\le M$ are added, the same aliasing argument, done by hand, gives the extra error $u_N\sin(Ns)$. This equals $u_N$ at $s=\pi/(2N)$ but is zero at both $s=0$ and $s=\pi/N$, so the two-mesh mean stays exact.

## The limit at 2N

For the two-mesh mean, the condition $M<2N$ cannot be relaxed to $M\le 2N$. The harmonic $\cos(2Nk)$ equals $1$ at every point of both meshes, so their mean is $1$, while its zone average is $0$.

```lean
/-- For `N ≥ 1` and the harmonic `cos (2N k)`, the mean of the unshifted mesh and the mesh
shifted by `π/N` is one, while the zone average is zero. -/
theorem two_mesh_sharp {N : ℕ} (hN : 0 < N) :
    (meshAverage N 0 (fun k => Real.cos ((2 * N : ℕ) * k))
      + meshAverage N (π / N) (fun k => Real.cos ((2 * N : ℕ) * k))) / 2 = 1 ∧
    zoneAverage (fun k => Real.cos ((2 * N : ℕ) * k)) = 0 := by
  have hN' : (N : ℝ) ≠ 0 := by exact_mod_cast hN.ne'
  have e : ((2 * N : ℕ) : ℝ) * (π / N) = 2 * π := by
    push_cast
    field_simp
  have hd : N ∣ 2 * N := dvd_mul_left N 2
  constructor
  · rw [meshAverage_cos hN, meshAverage_cos hN, if_pos hd, if_pos hd, e, mul_zero,
      Real.cos_zero, Real.cos_two_pi]
    norm_num
  · rw [zoneAverage_cos, if_neg (by omega)]

end

end KPointMesh
```

```lean
#print axioms KPointMesh.opposite_mesh_errors
#print axioms KPointMesh.half_shift_exact
#print axioms KPointMesh.two_mesh_sharp
```

```
'KPointMesh.opposite_mesh_errors' depends on axioms: [propext, Classical.choice, Quot.sound]
'KPointMesh.half_shift_exact' depends on axioms: [propext, Classical.choice, Quot.sound]
'KPointMesh.two_mesh_sharp' depends on axioms: [propext, Classical.choice, Quot.sound]
```
